# Bessel form and inverse-square decay of the free-electron density matrix

## Filling the Fermi sphere

The density matrix is defined here as an integral over wave number and angle, not by the shorter radial formula, whose prefactor $1/r$ has no meaning at zero separation. For non-interacting, spin-unpolarised electrons in a uniform potential at zero temperature, every plane wave with wave number below $k_F>0$ holds two electrons. At separation $r$, the spin-summed density matrix is

$$\rho(r)=\frac{2}{(2\pi)^3}\int_{|\mathbf k|<k_F}e^{i\mathbf k\cdot\mathbf r}\,d^3k
=\frac1{2\pi^2}\int_0^{k_F}k^2\int_{-1}^{1}\cos(kru)\,du\,dk .$$

Here $u$ is the cosine of the angle between $\mathbf k$ and $\mathbf r$. The azimuthal integral gives $2\pi$, and the odd imaginary part cancels. The formal definition starts from the right-hand side.

For this gapless, non-interacting model, $\rho$ decays only as an oscillating inverse square, which limits how sparse a distance-truncated density matrix can be at a given accuracy in linear-scaling methods.

## From the angle to the Bessel function

For $r\neq0$ and $k\ne0$ the inner integral is $2\sin(kr)/(kr)$. After multiplication by $k^2$ the result also holds at $k=0$, so

$$\rho(r)=\frac1{\pi^2r}\int_0^{k_F}k\sin(kr)\,dk .$$

An antiderivative of the integrand is $\sin(kr)/r^2-k\cos(kr)/r$. With $x=k_Fr$,

$$\rho(r)=\frac{\sin x-x\cos x}{\pi^2r^3}.$$

Let $n=k_F^3/(3\pi^2)$ be the electron density and $j_1(x)=\sin x/x^2-\cos x/x$. For $r>0$, substituting $r=x/k_F$ gives $\rho(r)=3n\,j_1(x)/x$.

## Short distances

Integrating $\cos t\ge1-t^2/2$ from $0$ to $y\ge0$ gives $\sin y\ge y-y^3/6$; also $\sin y\le y$. With $y=kr$,

$$rk^2-\tfrac16r^3k^4\le k\sin(kr)\le rk^2 .$$

Integrating over $k$ and dividing by $\pi^2r$ yields

$$n-\frac{k_F^5r^2}{30\pi^2}\le\rho(r)\le n,$$

so $\rho(r)\to n$ as $r$ decreases to zero. Putting $r=0$ straight into the definition agrees: the inner integral is $2$, and $\rho(0)=k_F^3/(3\pi^2)=n$.

## Long distances

Moving the cosine term of the explicit formula to the left leaves

$$\rho(r)+\frac{k_F\cos(k_Fr)}{\pi^2r^2}=\frac{\sin(k_Fr)}{\pi^2r^3},$$

whose absolute value is at most $1/(\pi^2r^3)$. At $r_m=2\pi(m+1)/k_F$, with $m=0,1,2,\dots$, the sine vanishes and the cosine is $1$, so $r_m^2\rho(r_m)=-k_F/\pi^2$. Hence $r^2\rho(r)$ does not tend to zero.

## A quarter period by hand

Take $k_F=1$ and $r=\pi/2$ in matching units. Then $\rho=8/\pi^5\approx0.0261$, between the short-range bounds $0.0254$ and $n\approx0.0338$. The cosine term vanishes, and the long-range error equals its bound.

## Reading the Lean statements

`densityMatrix kF r` is the double integral, `electronDensity kF` is $n$, and `sphericalBesselOne` is $j_1$. All quantities are real, with $k_F$ an inverse length. The Bessel form assumes `0 < kF` and `0 < r`; the explicit formula needs only `r ≠ 0`, and the long-range bound only `0 < r`. The filter `𝓝[>] 0` means that $r$ approaches zero through positive values.

The filled sphere and the reduction from three dimensions are built into the definition. Interactions, finite temperature, band gaps and lattice potentials are not treated.

```lean
import Mathlib

open Real Filter Topology

namespace FermiGasDensityMatrix

noncomputable section

/-- Density of the spin-unpolarised uniform electron gas with Fermi wave number `kF`. -/
def electronDensity (kF : ℝ) : ℝ := kF ^ 3 / (3 * π ^ 2)

/-- The spherical Bessel function of order one, in its elementary form for nonzero argument. -/
def sphericalBesselOne (x : ℝ) : ℝ := Real.sin x / x ^ 2 - Real.cos x / x

/-- Spin-summed density matrix of non-interacting electrons at separation `r`: plane waves
integrated over the filled Fermi sphere, with `u` the cosine of the angle between the wave vector
and the separation. -/
def densityMatrix (kF r : ℝ) : ℝ :=
  1 / (2 * π ^ 2) * ∫ k in (0 : ℝ)..kF, k ^ 2 * ∫ u in (-1 : ℝ)..1, Real.cos (k * r * u)

/-- Integral of `cos (k r u)` over `u` from `-1` to `1`, weighted by `k ^ 2`, for nonzero `r`. -/
theorem angular_integral {r : ℝ} (hr : r ≠ 0) (k : ℝ) :
    k ^ 2 * (∫ u in (-1 : ℝ)..1, Real.cos (k * r * u)) = 2 / r * (k * Real.sin (k * r)) := by
  by_cases hk : k = 0
  · simp [hk]
  · have hc : k * r ≠ 0 := mul_ne_zero hk hr
    rw [intervalIntegral.integral_comp_mul_left Real.cos hc, integral_cos]
    simp only [mul_one, mul_neg, Real.sin_neg, smul_eq_mul]
    generalize Real.sin (k * r) = s
    field_simp
    ring

/-- At nonzero separation the density matrix is a one-dimensional integral over the occupied
wave numbers. -/
theorem densityMatrix_eq_radial (kF : ℝ) {r : ℝ} (hr : r ≠ 0) :
    densityMatrix kF r = 1 / (π ^ 2 * r) * ∫ k in (0 : ℝ)..kF, k * Real.sin (k * r) := by
  have h : (∫ k in (0 : ℝ)..kF, k ^ 2 * ∫ u in (-1 : ℝ)..1, Real.cos (k * r * u))
      = ∫ k in (0 : ℝ)..kF, 2 / r * (k * Real.sin (k * r)) :=
    intervalIntegral.integral_congr fun k _ => angular_integral hr k
  unfold densityMatrix
  rw [h, intervalIntegral.integral_const_mul]
  ring

/-- The density matrix at nonzero separation in terms of elementary functions. -/
theorem densityMatrix_explicit (kF : ℝ) {r : ℝ} (hr : r ≠ 0) :
    densityMatrix kF r
      = (Real.sin (kF * r) - kF * r * Real.cos (kF * r)) / (π ^ 2 * r ^ 3) := by
  -- an antiderivative of `k sin (k r)`
  have h : ∀ k : ℝ, HasDerivAt (fun k : ℝ => Real.sin (k * r) / r ^ 2 - k * Real.cos (k * r) / r)
      (k * Real.sin (k * r)) k := by
    intro k
    have hl : HasDerivAt (fun k : ℝ => k * r) r k := hasDerivAt_mul_const r
    exact ((hl.sin.div_const (r ^ 2)).fun_sub
      (((hasDerivAt_id' k).fun_mul hl.cos).div_const r)).congr_deriv (by field_simp; ring)
  have hi : IntervalIntegrable (fun k : ℝ => k * Real.sin (k * r)) MeasureTheory.volume 0 kF :=
    Continuous.intervalIntegrable (by fun_prop) _ _
  have hI : (∫ k in (0 : ℝ)..kF, k * Real.sin (k * r))
      = Real.sin (kF * r) / r ^ 2 - kF * Real.cos (kF * r) / r := by
    rw [intervalIntegral.integral_eq_sub_of_hasDerivAt (fun k _ => h k) hi]
    simp
  rw [densityMatrix_eq_radial kF hr, hI]
  field_simp

/-- For positive `kF` and `r`, the density matrix of non-interacting electrons is `3 n j₁(kF r) /
(kF r)`, with `n` the electron density. -/
theorem densityMatrix_eq_bessel {kF r : ℝ} (hk : 0 < kF) (hr : 0 < r) :
    densityMatrix kF r
      = 3 * electronDensity kF * sphericalBesselOne (kF * r) / (kF * r) := by
  rw [densityMatrix_explicit kF hr.ne']
  unfold electronDensity sphericalBesselOne
  generalize Real.sin (kF * r) = s
  generalize Real.cos (kF * r) = c
  field_simp

/-- Integral of an even quartic polynomial from zero to `x`. -/
theorem integral_even_quartic (c a b x : ℝ) :
    (∫ t in (0 : ℝ)..x, (c + a * t ^ 2 + b * t ^ 4))
      = c * x + a / 3 * x ^ 3 + b / 5 * x ^ 5 := by
  have h : ∀ t : ℝ, HasDerivAt (fun t : ℝ => c * t + a / 3 * t ^ 3 + b / 5 * t ^ 5)
      (c + a * t ^ 2 + b * t ^ 4) t := by
    intro t
    refine ((((hasDerivAt_id' t).const_mul c).fun_add
      ((hasDerivAt_pow 3 t).const_mul (a / 3))).fun_add
      ((hasDerivAt_pow 5 t).const_mul (b / 5))).congr_deriv ?_
    show c * 1 + a / 3 * (((3 : ℕ) : ℝ) * t ^ 2) + b / 5 * (((5 : ℕ) : ℝ) * t ^ 4) = _
    push_cast
    ring
  have hi : IntervalIntegrable (fun t : ℝ => c + a * t ^ 2 + b * t ^ 4)
      MeasureTheory.volume 0 x := Continuous.intervalIntegrable (by fun_prop) _ _
  rw [intervalIntegral.integral_eq_sub_of_hasDerivAt (fun t _ => h t) hi]
  simp

/-- The cubic Taylor polynomial bounds the sine from below for nonnegative argument. -/
theorem cubic_le_sin {x : ℝ} (hx : 0 ≤ x) : x - x ^ 3 / 6 ≤ Real.sin x := by
  have h : (∫ t in (0 : ℝ)..x, (1 + (-1 / 2) * t ^ 2 + 0 * t ^ 4))
      ≤ ∫ t in (0 : ℝ)..x, Real.cos t := by
    refine intervalIntegral.integral_mono_on hx
      (Continuous.intervalIntegrable (by fun_prop) _ _)
      (Continuous.intervalIntegrable (by fun_prop) _ _) (fun t _ => ?_)
    have ht : 1 - t ^ 2 / 2 ≤ Real.cos t := Real.one_sub_sq_div_two_le_cos
    linarith
  rw [integral_even_quartic, integral_cos, Real.sin_zero] at h
  linarith

/-- At separation `r` the density matrix lies below the density by at most
`kF ^ 5 r ^ 2 / (30 π ^ 2)`, and never above it. -/
theorem densityMatrix_short_range {kF r : ℝ} (hk : 0 < kF) (hr : 0 < r) :
    electronDensity kF - kF ^ 5 / (30 * π ^ 2) * r ^ 2 ≤ densityMatrix kF r ∧
      densityMatrix kF r ≤ electronDensity kF := by
  -- bound the sine in the radial integral by its Taylor polynomials
  have hL : (∫ k in (0 : ℝ)..kF, (0 + r * k ^ 2 + (-r ^ 3 / 6) * k ^ 4))
      ≤ ∫ k in (0 : ℝ)..kF, k * Real.sin (k * r) := by
    refine intervalIntegral.integral_mono_on hk.le
      (Continuous.intervalIntegrable (by fun_prop) _ _)
      (Continuous.intervalIntegrable (by fun_prop) _ _) (fun k hk' => ?_)
    have := mul_le_mul_of_nonneg_left (cubic_le_sin (mul_nonneg hk'.1 hr.le)) hk'.1
    nlinarith [this]
  have hU : (∫ k in (0 : ℝ)..kF, k * Real.sin (k * r))
      ≤ ∫ k in (0 : ℝ)..kF, (0 + r * k ^ 2 + 0 * k ^ 4) := by
    refine intervalIntegral.integral_mono_on hk.le
      (Continuous.intervalIntegrable (by fun_prop) _ _)
      (Continuous.intervalIntegrable (by fun_prop) _ _) (fun k hk' => ?_)
    have := mul_le_mul_of_nonneg_left (Real.sin_le (mul_nonneg hk'.1 hr.le)) hk'.1
    nlinarith [this]
  rw [integral_even_quartic] at hL hU
  have hp : 0 ≤ 1 / (π ^ 2 * r) := by positivity
  have h1 := mul_le_mul_of_nonneg_left hL hp
  have h2 := mul_le_mul_of_nonneg_left hU hp
  rw [densityMatrix_eq_radial kF hr.ne']
  constructor
  · refine le_trans (le_of_eq ?_) h1
    unfold electronDensity
    field_simp
    ring
  · refine le_trans h2 (le_of_eq ?_)
    unfold electronDensity
    field_simp
    ring

/-- As the separation decreases to zero the density matrix tends to the electron density. -/
theorem densityMatrix_tendsto_density {kF : ℝ} (hk : 0 < kF) :
    Tendsto (densityMatrix kF) (𝓝[>] 0) (𝓝 (electronDensity kF)) := by
  have hc : Continuous fun r : ℝ => electronDensity kF - kF ^ 5 / (30 * π ^ 2) * r ^ 2 := by
    fun_prop
  have hl : Tendsto (fun r : ℝ => electronDensity kF - kF ^ 5 / (30 * π ^ 2) * r ^ 2)
      (𝓝[>] 0) (𝓝 (electronDensity kF)) := by
    have h := (hc.tendsto 0).mono_left (nhdsWithin_le_nhds (s := Set.Ioi 0))
    simpa using h
  refine tendsto_of_tendsto_of_tendsto_of_le_of_le' hl tendsto_const_nhds ?_ ?_
  · filter_upwards [self_mem_nhdsWithin] with r hr
    exact (densityMatrix_short_range hk hr).1
  · filter_upwards [self_mem_nhdsWithin] with r hr
    exact (densityMatrix_short_range hk hr).2

/-- The density matrix equals the oscillation `-kF cos(kF r) / (π ^ 2 r ^ 2)` up to an error
of at most `1 / (π ^ 2 r ^ 3)`. -/
theorem densityMatrix_long_range (kF : ℝ) {r : ℝ} (hr : 0 < r) :
    |densityMatrix kF r + kF * Real.cos (kF * r) / (π ^ 2 * r ^ 2)|
      ≤ 1 / (π ^ 2 * r ^ 3) := by
  -- the remainder is known exactly
  have h : densityMatrix kF r + kF * Real.cos (kF * r) / (π ^ 2 * r ^ 2)
      = Real.sin (kF * r) / (π ^ 2 * r ^ 3) := by
    rw [densityMatrix_explicit kF hr.ne']
    generalize Real.sin (kF * r) = s
    generalize Real.cos (kF * r) = c
    field_simp
    ring
  have hp : 0 < π ^ 2 * r ^ 3 := by positivity
  rw [h, abs_div, abs_of_pos hp]
  exact (div_le_div_iff_of_pos_right hp).mpr (Real.abs_sin_le_one _)

/-- The density matrix does not decay faster than the inverse square of the separation. -/
theorem densityMatrix_decay_sharp {kF : ℝ} (hk : 0 < kF) :
    ¬ Tendsto (fun r : ℝ => r ^ 2 * densityMatrix kF r) atTop (𝓝 0) := by
  intro h
  -- sample at whole multiples of the wavelength `2 π / kF`
  have hseq : Tendsto (fun m : ℕ => ((m : ℝ) + 1) * (2 * π / kF)) atTop atTop :=
    (tendsto_atTop_add_const_right _ 1 tendsto_natCast_atTop_atTop).atTop_mul_const
      (by positivity)
  have hval : ∀ m : ℕ, (((m : ℝ) + 1) * (2 * π / kF)) ^ 2
      * densityMatrix kF (((m : ℝ) + 1) * (2 * π / kF)) = -(kF / π ^ 2) := by
    intro m
    have hr : 0 < ((m : ℝ) + 1) * (2 * π / kF) := by positivity
    have hx : kF * (((m : ℝ) + 1) * (2 * π / kF)) = ((m + 1 : ℕ) : ℝ) * (2 * π) := by
      push_cast
      field_simp
    have hcos : Real.cos (kF * (((m : ℝ) + 1) * (2 * π / kF))) = 1 := by
      rw [hx]
      exact Real.cos_nat_mul_two_pi (m + 1)
    have hsin := Real.sin_eq_zero_iff_cos_eq.mpr (Or.inl hcos)
    rw [densityMatrix_explicit kF hr.ne', hcos, hsin]
    generalize ((m : ℝ) + 1) * (2 * π / kF) = r at hr
    field_simp
    ring
  have h2 : Tendsto (fun _ : ℕ => -(kF / π ^ 2)) atTop (𝓝 0) := (h.comp hseq).congr hval
  have h3 := tendsto_nhds_unique h2 tendsto_const_nhds
  have h4 : 0 < kF / π ^ 2 := by positivity
  linarith

end

end FermiGasDensityMatrix
```

```lean
#print axioms FermiGasDensityMatrix.densityMatrix_eq_bessel
-- 'FermiGasDensityMatrix.densityMatrix_eq_bessel' depends on axioms: [propext, Classical.choice, Quot.sound]
#print axioms FermiGasDensityMatrix.densityMatrix_tendsto_density
-- 'FermiGasDensityMatrix.densityMatrix_tendsto_density' depends on axioms: [propext, Classical.choice, Quot.sound]
#print axioms FermiGasDensityMatrix.densityMatrix_long_range
-- 'FermiGasDensityMatrix.densityMatrix_long_range' depends on axioms: [propext, Classical.choice, Quot.sound]
#print axioms FermiGasDensityMatrix.densityMatrix_decay_sharp
-- 'FermiGasDensityMatrix.densityMatrix_decay_sharp' depends on axioms: [propext, Classical.choice, Quot.sound]
```

## How the proof follows the calculation

`angular_integral` does the integral over $u$, treating $k=0$ separately, and `densityMatrix_eq_radial` carries it under the $k$ integral. In `densityMatrix_explicit`, the derivative of the antiderivative is checked and the fundamental theorem of calculus is applied. `densityMatrix_eq_bessel` is then algebra, closed by `field_simp`.

`integral_even_quartic` integrates the polynomials used for the bounds. `cubic_le_sin` obtains the sine bound by comparing integrals, and `densityMatrix_short_range` does the same for the radial integrand through `intervalIntegral.integral_mono_on`. The limit in `densityMatrix_tendsto_density` follows by squeezing.

`densityMatrix_long_range` establishes the exact remainder and then uses $|\sin|\le1$. `densityMatrix_decay_sharp` argues by contradiction: if $r^2\rho(r)$ tended to zero, so would its values along $r_m$, but these all equal $-k_F/\pi^2$, and uniqueness of limits would force $k_F/\pi^2=0$.
